# Strict orbital relaxation of a Hartree–Fock ion with nonzero occupied–virtual coupling

Two electrons fill spin orbitals $c$ and $i$; a third, $a$, is empty. Let the nonzero one-electron elements be $h_{ia}=h_{ai}=-1$ and $h_{aa}=2$, and let $(pq|rs)=m_{pq}m_{rs}$ with only $m_{cc}=m_{ia}=m_{ai}=1$ nonzero. This is an algebraic toy model: true Coulomb integrals have $(ii|ii)>0$, whereas here $(ii|ii)=0$. The field of $c$ cancels $h_{ia}$, so $i$ and $a$ do not mix. Remove $c$, and the remaining electron sees

$$\begin{pmatrix}0&-1\\-1&2\end{pmatrix},$$

whose lower eigenvalue $1-\sqrt2$ lies below its frozen energy $0$.

## From a lost field to a lower energy

Work in a real orthonormal spin-orbital basis, with $h$ symmetric and $(pq|rs)$ unchanged under $p\leftrightarrow q$ and under exchange of the pairs $pq$ and $rs$. For a density matrix $D$, put

$$G(D)_{pq}=\sum_{rs}[(pq|rs)-(pr|qs)]D_{rs},\quad F(D)=h+G(D),$$
$$E(D)=\mathrm{tr}(hD)+\tfrac12\mathrm{tr}(G(D)D).$$

Let $D$ be an $N$-electron determinant commuting with $F(D)$, the self-consistency condition. Take orthonormal occupied $i,c$ and a normalised virtual $a$. If $(ia|cc)\neq(ic|ac)$, some $(N-1)$-electron determinant has energy below $E(P)$, where $P=D-cc^T$ is the frozen ion.

Since $i\perp c$ and $a\perp c$, we have $Pi=i$ and $Pa=0$. Integral symmetry gives $\mathrm{tr}(G(X)P)=\mathrm{tr}(G(P)X)$, hence

$$E(P+X)=E(P)+\mathrm{tr}(F(P)X)+\tfrac12\mathrm{tr}(G(X)X).$$

Coulomb and exchange cancel in $G(xx^T)x=0$. With $P_0=P-ii^T$, therefore, $E(P_0+xx^T)=E(P_0)+x\cdot F(P_0)x$. Put $x=ui+va$, $u^2+v^2=1$, and subtract the case $x=i$. As $F(P_0)=F(P)-G(ii^T)$, the change is $v^2A+2uvB$, where

$$A=a\cdot F(P)a-i\cdot F(P)i-a\cdot G(ii^T)a,\quad B=i\cdot F(P)a.$$

This is the expectation value of $\begin{pmatrix}0&B\\B&A\end{pmatrix}$ in $(u,v)$. Its lower eigenvalue is $\lambda=(A-\sqrt{A^2+4B^2})/2$, with eigenvector $(B,\lambda)/\sqrt{B^2+\lambda^2}$ when $B\neq0$.

Finally, $i\cdot F(D)a=i\cdot DF(D)a=i\cdot F(D)Da=0$, so

$$B=-i\cdot G(cc^T)a=(ic|ac)-(ia|cc)\neq0,$$

and $\lambda<0$.

When $c$ is a canonical orbital, the frozen ion gives Koopmans' ionisation energy; within this finite-basis mean-field model, relaxation lowers that estimate.

## Determinants, integrals and energy in Lean

The finite type `n` labels a real orthonormal spin-orbital basis. Orbitals, including `c`, are coefficient vectors.

```lean
import Mathlib

open Matrix

namespace IonOrbitalRelaxation

noncomputable section

variable {n : Type*} [Fintype n] {h P D X : Matrix n n ℝ} {g : n → n → n → n → ℝ}
  {N : ℝ} {x c i a : n → ℝ}
```

The array `g` holds the integrals in the order $(pq|rs)$.

```lean
/-- The permutation symmetry of real two-electron integrals (pq|rs); these two exchanges
generate all eight permutations. -/
def EightfoldSymmetric (g : n → n → n → n → ℝ) : Prop :=
  (∀ p q r s, g p q r s = g q p r s) ∧ ∀ p q r s, g p q r s = g r s p q
```

A determinant is represented by its density matrix. `N` is a real number, fixed by the trace.

```lean
/-- The density matrix of a Slater determinant with `N` electrons in real spin orbitals:
a symmetric idempotent of trace `N`. -/
structure IsDeterminant (D : Matrix n n ℝ) (N : ℝ) : Prop where
  symm : Dᵀ = D
  idem : D * D = D
  trace_eq : trace D = N
```

`meanField` is $G$; its linearity is part of the definition.

```lean
/-- The Coulomb matrix minus the exchange matrix of a density, as a linear map. -/
def meanField (g : n → n → n → n → ℝ) : Matrix n n ℝ →ₗ[ℝ] Matrix n n ℝ where
  toFun X := of fun p q => ∑ r, ∑ s, (g p q r s - g p r q s) * X r s
  map_add' X Y := by
    ext p q
    simp [mul_add, Finset.sum_add_distrib]
  map_smul' t X := by
    ext p q
    simp only [of_apply, Matrix.smul_apply, smul_eq_mul, RingHom.id_apply, Finset.mul_sum]
    exact Finset.sum_congr rfl fun r _ => Finset.sum_congr rfl fun s _ => by ring

/-- The Fock matrix F(D) = h + J(D) - K(D). -/
def fock (h : Matrix n n ℝ) (g : n → n → n → n → ℝ) (D : Matrix n n ℝ) : Matrix n n ℝ :=
  h + meanField g D
```

That `energy` is the expectation value of the many-electron Hamiltonian is taken from Hartree–Fock theory.

```lean
/-- The Hartree-Fock energy of a density matrix. -/
def energy (h : Matrix n n ℝ) (g : n → n → n → n → ℝ) (D : Matrix n n ℝ) : ℝ :=
  trace (h * D) + trace (meanField g D * D) / 2

/-- The two-electron integral (uv|wx) over orbitals given by their coefficients. -/
def moIntegral (g : n → n → n → n → ℝ) (u v w x : n → ℝ) : ℝ :=
  ∑ p, ∑ q, ∑ r, ∑ s, u p * v q * w r * x s * g p q r s
```

`promotionEnergy` is $A$, the cost of replacing $i$ completely by $a$.

```lean
/-- The difference of the diagonal Fock elements of `a` and `i`, less the Coulomb-exchange
interaction between the two orbitals. -/
def promotionEnergy (h : Matrix n n ℝ) (g : n → n → n → n → ℝ) (P : Matrix n n ℝ)
    (i a : n → ℝ) : ℝ :=
  a ⬝ᵥ fock h g P *ᵥ a - i ⬝ᵥ fock h g P *ᵥ i - a ⬝ᵥ meanField g (vecMulVec i i) *ᵥ a
```

## Changing one orbital

`vecMulVec x x` is $xx^T$. Expanding the products shows that removal and attachment preserve idempotency.

```lean
/-- Removing a normalised occupied orbital from a determinant leaves a determinant with one
electron less. -/
theorem IsDeterminant.ionize (hP : IsDeterminant P N) (hx : x ⬝ᵥ x = 1) (hPx : P *ᵥ x = x) :
    IsDeterminant (P - vecMulVec x x) (N - 1) := by
  have e1 : P * vecMulVec x x = vecMulVec x x := by rw [mul_vecMulVec, hPx]
  have e2 : vecMulVec x x * P = vecMulVec x x := by
    rw [vecMulVec_mul, ← mulVec_transpose, hP.symm, hPx]
  have e3 : vecMulVec x x * vecMulVec x x = vecMulVec x x := by
    rw [mul_vecMulVec, vecMulVec_mulVec, hx]; simp
  refine ⟨by rw [transpose_sub, hP.symm, transpose_vecMulVec], ?_, ?_⟩
  · rw [Matrix.sub_mul, Matrix.mul_sub, Matrix.mul_sub, hP.idem, e1, e2, e3]; abel
  · rw [trace_sub, hP.trace_eq, trace_vecMulVec, hx]

/-- Filling a normalised empty orbital of a determinant gives a determinant with one electron
more. -/
theorem IsDeterminant.attach (hP : IsDeterminant P N) (hx : x ⬝ᵥ x = 1) (hPx : P *ᵥ x = 0) :
    IsDeterminant (P + vecMulVec x x) (N + 1) := by
  have e1 : P * vecMulVec x x = 0 := by
    rw [mul_vecMulVec, hPx]; ext; simp [vecMulVec_apply]
  have e2 : vecMulVec x x * P = 0 := by
    rw [vecMulVec_mul, ← mulVec_transpose, hP.symm, hPx]; ext; simp [vecMulVec_apply]
  have e3 : vecMulVec x x * vecMulVec x x = vecMulVec x x := by
    rw [mul_vecMulVec, vecMulVec_mulVec, hx]; simp
  refine ⟨by rw [transpose_add, hP.symm, transpose_vecMulVec], ?_, ?_⟩
  · rw [Matrix.add_mul, Matrix.mul_add, Matrix.mul_add, hP.idem, e1, e2, e3]; simp
  · rw [trace_add, hP.trace_eq, trace_vecMulVec, hx]
```

Exchanging summation indices cancels the self-interaction.

```lean
/-- An orbital feels no mean field of its own: Coulomb and exchange self-interaction cancel. -/
theorem meanField_self (g : n → n → n → n → ℝ) (x : n → ℝ) :
    meanField g (vecMulVec x x) *ᵥ x = 0 := by
  ext p
  change ∑ q, (∑ r, ∑ s, (g p q r s - g p r q s) * (x r * x s)) * x q = 0
  simp only [sub_mul, Finset.sum_mul, Finset.sum_sub_distrib]
  rw [sub_eq_zero]
  refine Finset.sum_comm.trans ?_
  exact Finset.sum_congr rfl fun q _ => Finset.sum_congr rfl fun r _ =>
    Finset.sum_congr rfl fun s _ => by ring

/-- The mean field of a symmetric density is symmetric, for eightfold symmetric integrals. -/
theorem meanField_symm (hg : EightfoldSymmetric g) (hX : Xᵀ = X) :
    (meanField g X)ᵀ = meanField g X := by
  have hs : ∀ r s, X s r = X r s := fun r s => congrFun (congrFun hX r) s
  ext p q
  change ∑ r, ∑ s, (g q p r s - g q r p s) * X r s = ∑ r, ∑ s, (g p q r s - g p r q s) * X r s
  simp only [sub_mul, Finset.sum_sub_distrib]
  refine congrArg₂ (· - ·) ?_ (Finset.sum_comm.trans ?_)
  · exact Finset.sum_congr rfl fun r _ => Finset.sum_congr rfl fun s _ => by rw [hg.1 q p]
  · exact Finset.sum_congr rfl fun r _ => Finset.sum_congr rfl fun s _ => by
      rw [hg.2 q s p r, hs r s]
```

In the quadratic expansion, `rev` reverses the four sums and `flip` restores the integral, which gives the trace symmetry `sym`.

```lean
/-- For eightfold symmetric integrals the energy is exactly quadratic in the density; the term
linear in the change `X` is the trace of the Fock matrix of `P` times `X`. -/
theorem energy_add (hg : EightfoldSymmetric g) (h P X : Matrix n n ℝ) :
    energy h g (P + X) =
      energy h g P + trace (fock h g P * X) + trace (meanField g X * X) / 2 := by
  have three (k : n → n → n → ℝ) :
      ∑ q, ∑ r, ∑ s, k q r s = ∑ s, ∑ r, ∑ q, k q r s :=
    calc _ = ∑ q, ∑ s, ∑ r, k q r s := Finset.sum_congr rfl fun _ _ => Finset.sum_comm
      _ = ∑ s, ∑ q, ∑ r, k q r s := Finset.sum_comm
      _ = _ := Finset.sum_congr rfl fun _ _ => Finset.sum_comm
  have rev (f : n → n → n → n → ℝ) :
      ∑ p, ∑ q, ∑ r, ∑ s, f p q r s = ∑ s, ∑ r, ∑ q, ∑ p, f p q r s :=
    calc _ = ∑ p, ∑ s, ∑ r, ∑ q, f p q r s := Finset.sum_congr rfl fun p _ => three (f p)
      _ = ∑ s, ∑ p, ∑ r, ∑ q, f p q r s := Finset.sum_comm
      _ = _ := Finset.sum_congr rfl fun s _ => three fun p r q => f p q r s
      _ = ∑ s, ∑ r, ∑ q, ∑ p, f p q r s := Finset.sum_congr rfl fun _ _ => Finset.sum_comm
  have flip : ∀ p q r s, g s r q p = g p q r s := fun p q r s => by
    rw [hg.2 s r q p, hg.1 q p s r, hg.2 p q s r, hg.1 s r p q, hg.2 r s p q]
  -- the interaction of two densities does not depend on their order
  have sym : trace (meanField g X * P) = trace (meanField g P * X) := by
    change ∑ p, ∑ q, (∑ r, ∑ s, (g p q r s - g p r q s) * X r s) * P q p =
      ∑ p, ∑ q, (∑ r, ∑ s, (g p q r s - g p r q s) * P r s) * X q p
    simp only [Finset.sum_mul]
    refine (rev _).trans ?_
    exact Finset.sum_congr rfl fun s _ => Finset.sum_congr rfl fun r _ =>
      Finset.sum_congr rfl fun q _ => Finset.sum_congr rfl fun p _ => by
        rw [flip p q r s, flip p r q s]; ring
  simp only [energy, fock, map_add, Matrix.mul_add, Matrix.add_mul, trace_add]
  linear_combination sym / 2
```

Here `add` fills one orbital, `key` expands the quadratic form, and `linear_combination` subtracts the case $x=i$.

```lean
/-- Exact energy change when orbital `i` is replaced by `u i + v a` with `u² + v² = 1`, for
symmetric `h` and `P` and eightfold symmetric integrals. -/
theorem energy_rotation (hh : hᵀ = h) (hg : EightfoldSymmetric g) (hP : Pᵀ = P)
    (i a : n → ℝ) {u v : ℝ} (huv : u ^ 2 + v ^ 2 = 1) :
    energy h g (P - vecMulVec i i + vecMulVec (u • i + v • a) (u • i + v • a)) =
      energy h g P + v ^ 2 * promotionEnergy h g P i a
        + 2 * u * v * (i ⬝ᵥ fock h g P *ᵥ a) := by
  have tr (M : Matrix n n ℝ) (x : n → ℝ) : trace (M * vecMulVec x x) = x ⬝ᵥ M *ᵥ x := by
    rw [mul_vecMulVec, trace_vecMulVec, dotProduct_comm]
  -- filling one orbital costs its Fock expectation value
  have add (x : n → ℝ) : energy h g (P - vecMulVec i i + vecMulVec x x) =
      energy h g (P - vecMulVec i i) + x ⬝ᵥ fock h g (P - vecMulVec i i) *ᵥ x := by
    rw [energy_add hg, tr, tr, meanField_self, dotProduct_zero]; ring
  have sw (M : Matrix n n ℝ) (hM : Mᵀ = M) : a ⬝ᵥ M *ᵥ i = i ⬝ᵥ M *ᵥ a := by
    rw [dotProduct_mulVec, ← mulVec_transpose, hM, dotProduct_comm]
  have key (M : Matrix n n ℝ) (hM : Mᵀ = M) : (u • i + v • a) ⬝ᵥ M *ᵥ (u • i + v • a) =
      u ^ 2 * (i ⬝ᵥ M *ᵥ i) + 2 * u * v * (i ⬝ᵥ M *ᵥ a) + v ^ 2 * (a ⬝ᵥ M *ᵥ a) := by
    simp only [mulVec_add, mulVec_smul, add_dotProduct, dotProduct_add, smul_dotProduct,
      dotProduct_smul, smul_eq_mul]
    linear_combination u * v * sw M hM
  have sF : (fock h g P)ᵀ = fock h g P := by
    rw [fock, transpose_add, hh, meanField_symm hg hP]
  have sG := meanField_symm hg (transpose_vecMulVec i i)
  have g1 : i ⬝ᵥ meanField g (vecMulVec i i) *ᵥ i = 0 := by
    rw [meanField_self, dotProduct_zero]
  have g2 : i ⬝ᵥ meanField g (vecMulVec i i) *ᵥ a = 0 := by
    rw [← sw _ sG, meanField_self, dotProduct_zero]
  have f0 : fock h g (P - vecMulVec i i) = fock h g P - meanField g (vecMulVec i i) := by
    simp only [fock, map_sub]; abel
  have e0 := add i
  rw [sub_add_cancel, f0, sub_mulVec, dotProduct_sub] at e0
  rw [add, f0, sub_mulVec, dotProduct_sub, key _ sF, key _ sG, promotionEnergy]
  linear_combination -e0 + (i ⬝ᵥ fock h g P *ᵥ i) * huv + (1 - u ^ 2) * g1 - 2 * u * v * g2
```

## The two-level problem and the ion

`angle` supplies the normalised eigenvector, or $(1,0)$ when $B=\lambda=0$. The rotated determinant is built by `ionize` followed by `attach`.

```lean
/-- Let a determinant have a normalised occupied `i` and a normalised virtual `a`, with `h`
symmetric and the integrals eightfold symmetric. Some determinant with the same number of electrons
has an energy that differs from its energy by the lower eigenvalue of the two-level matrix with
diagonal 0, A and coupling B, where A is the promotion energy and B the Fock element between `i` and
`a`. -/
theorem exists_relaxed (hh : hᵀ = h) (hg : EightfoldSymmetric g) (hP : IsDeterminant P N)
    (hi : i ⬝ᵥ i = 1) (ha : a ⬝ᵥ a = 1) (hPi : P *ᵥ i = i) (hPa : P *ᵥ a = 0) :
    ∃ Q, IsDeterminant Q N ∧ energy h g Q = energy h g P + (promotionEnergy h g P i a -
      √(promotionEnergy h g P i a ^ 2 + 4 * (i ⬝ᵥ fock h g P *ᵥ a) ^ 2)) / 2 := by
  -- the normalised lower eigenvector of the two-level matrix
  have angle (A B : ℝ) : ∃ u v : ℝ, u ^ 2 + v ^ 2 = 1 ∧
      v ^ 2 * A + 2 * u * v * B = (A - √(A ^ 2 + 4 * B ^ 2)) / 2 := by
    have hR : √(A ^ 2 + 4 * B ^ 2) ^ 2 = A ^ 2 + 4 * B ^ 2 := Real.sq_sqrt (by positivity)
    obtain ⟨L, hL⟩ : ∃ L, L = (A - √(A ^ 2 + 4 * B ^ 2)) / 2 := ⟨_, rfl⟩
    have hL2 : L ^ 2 = A * L + B ^ 2 := by rw [hL]; linear_combination hR / 4
    rw [← hL]
    by_cases h0 : B ^ 2 + L ^ 2 = 0
    · have h1 : L ^ 2 = 0 := by nlinarith [sq_nonneg B, sq_nonneg L]
      have h2 : L = 0 := (pow_eq_zero_iff two_ne_zero).1 h1
      exact ⟨1, 0, by norm_num, by rw [h2]; ring⟩
    · have hn : √(B ^ 2 + L ^ 2) ^ 2 = B ^ 2 + L ^ 2 := Real.sq_sqrt (by positivity)
      refine ⟨B / √(B ^ 2 + L ^ 2), L / √(B ^ 2 + L ^ 2), ?_, ?_⟩
      · rw [div_pow, div_pow, hn, ← add_div, div_self h0]
      · have e (m : ℝ) : (L / m) ^ 2 * A + 2 * (B / m) * (L / m) * B =
            (L ^ 2 * A + 2 * B ^ 2 * L) / m ^ 2 := by ring
        rw [e, hn, div_eq_iff h0]
        linear_combination (-L) * hL2
  obtain ⟨u, v, huv, hval⟩ := angle (promotionEnergy h g P i a) (i ⬝ᵥ fock h g P *ᵥ a)
  have hia : i ⬝ᵥ a = 0 := by
    have e := dotProduct_mulVec i P a
    rw [← mulVec_transpose, hP.symm, hPi, hPa, dotProduct_zero] at e
    exact e.symm
  have hy : (u • i + v • a) ⬝ᵥ (u • i + v • a) = 1 := by
    simp only [add_dotProduct, dotProduct_add, smul_dotProduct, dotProduct_smul, smul_eq_mul,
      hi, ha, dotProduct_comm a i, hia]
    linear_combination huv
  have hPy : (P - vecMulVec i i) *ᵥ (u • i + v • a) = 0 := by
    rw [mulVec_add, mulVec_smul, mulVec_smul, sub_mulVec, sub_mulVec, hPi, hPa,
      vecMulVec_mulVec, vecMulVec_mulVec, hi, hia]
    simp
  have hQ := (hP.ionize hi hPi).attach hy hPy
  rw [sub_add_cancel N 1] at hQ
  refine ⟨_, hQ, ?_⟩
  rw [energy_rotation hh hg hP.symm i a huv]
  linear_combination hval
```

Commutation removes the parent's coupling (`b`); `m` evaluates the lost field of $c$.

```lean
/-- If symmetric `D` commutes with its Fock matrix, then after removal of `c` the Fock element
between an occupied `i` and a virtual `a` of `D` is (ic|ac) - (ia|cc). -/
theorem ion_coupling (hD : Dᵀ = D) (hF : fock h g D * D = D * fock h g D)
    (hDi : D *ᵥ i = i) (hDa : D *ᵥ a = 0) (c : n → ℝ) :
    i ⬝ᵥ fock h g (D - vecMulVec c c) *ᵥ a = moIntegral g i c a c - moIntegral g i a c c := by
  -- the Fock matrix of the parent does not couple occupied and virtual orbitals
  have b := dotProduct_mulVec i D (fock h g D *ᵥ a)
  rw [← mulVec_transpose, hD, hDi, mulVec_mulVec, ← hF, ← mulVec_mulVec, hDa, mulVec_zero,
    dotProduct_zero] at b
  have e : moIntegral g i c a c =
      ∑ p, ∑ q, ∑ r, ∑ s, i p * c r * a q * c s * g p r q s := by
    unfold moIntegral
    exact Finset.sum_congr rfl fun p _ => Finset.sum_comm
  have m : i ⬝ᵥ meanField g (vecMulVec c c) *ᵥ a =
      moIntegral g i a c c - moIntegral g i c a c := by
    rw [e]
    unfold moIntegral
    change ∑ p, i p * ∑ q, (∑ r, ∑ s, (g p q r s - g p r q s) * (c r * c s)) * a q = _
    simp only [← Finset.sum_sub_distrib, Finset.mul_sum, Finset.sum_mul]
    exact Finset.sum_congr rfl fun p _ => Finset.sum_congr rfl fun q _ =>
      Finset.sum_congr rfl fun r _ => Finset.sum_congr rfl fun s _ => by ring
  have f0 : fock h g (D - vecMulVec c c) = fock h g D - meanField g (vecMulVec c c) := by
    simp only [fock, map_sub]; abel
  rw [f0, sub_mulVec, dotProduct_sub, m, ← b]
  ring
```

The main theorem assumes self-consistency of `D` through `hF`, not that `D` is a minimum. It yields a lower determinant `Q`, which need not be the ion's self-consistent solution. The proof applies `exists_relaxed` to the frozen ion; `hB` makes the square root exceed $A$.

```lean
/-- Let an `N`-electron determinant commute with its Fock matrix, for symmetric `h` and eightfold
symmetric integrals. If (ia|cc) ≠ (ic|ac) for orthonormal occupied `i`, `c` and a normalised
virtual `a`, some determinant with `N - 1` electrons lies strictly below the frozen ion. -/
theorem ion_relaxes (hh : hᵀ = h) (hg : EightfoldSymmetric g) (hD : IsDeterminant D N)
    (hF : fock h g D * D = D * fock h g D)
    (hc : c ⬝ᵥ c = 1) (hi : i ⬝ᵥ i = 1) (ha : a ⬝ᵥ a = 1) (hic : i ⬝ᵥ c = 0)
    (hDc : D *ᵥ c = c) (hDi : D *ᵥ i = i) (hDa : D *ᵥ a = 0)
    (hne : moIntegral g i a c c ≠ moIntegral g i c a c) :
    ∃ Q, IsDeterminant Q (N - 1) ∧ energy h g Q < energy h g (D - vecMulVec c c) := by
  have hca : c ⬝ᵥ a = 0 := by
    have e := dotProduct_mulVec c D a
    rw [← mulVec_transpose, hD.symm, hDc, hDa, dotProduct_zero] at e
    exact e.symm
  have hPi : (D - vecMulVec c c) *ᵥ i = i := by
    rw [sub_mulVec, hDi, vecMulVec_mulVec, dotProduct_comm c i, hic]; simp
  have hPa : (D - vecMulVec c c) *ᵥ a = 0 := by
    rw [sub_mulVec, hDa, vecMulVec_mulVec, hca]; simp
  obtain ⟨Q, hQ, hE⟩ := exists_relaxed hh hg (hD.ionize hc hDc) hi ha hPi hPa
  refine ⟨Q, hQ, ?_⟩
  rw [ion_coupling hD.symm hF hDi hDa c] at hE
  -- a non-zero coupling pushes the lower level strictly down
  have hB : 0 < (moIntegral g i c a c - moIntegral g i a c c) ^ 2 :=
    lt_of_le_of_ne (sq_nonneg _) (Ne.symm (pow_ne_zero 2 (sub_ne_zero.2 hne.symm)))
  have hlt : promotionEnergy h g (D - vecMulVec c c) i a <
      √(promotionEnergy h g (D - vecMulVec c c) i a ^ 2 +
        4 * (moIntegral g i c a c - moIntegral g i a c c) ^ 2) :=
    Real.lt_sqrt_of_sq_lt (by linarith)
  linarith
```

## The three-orbital example

These matrices encode the opening example, in the order $c,i,a$.

```lean
/-- One-electron matrix of a three-orbital model. -/
def modelH : Matrix (Fin 3) (Fin 3) ℝ := !![0, 0, 0; 0, 0, -1; 0, -1, 2]

/-- Matrix `m` whose products `m p q * m r s` are the two-electron integrals of the model. -/
def modelM : Matrix (Fin 3) (Fin 3) ℝ := !![1, 0, 0; 0, 0, 1; 0, 1, 0]

/-- Density matrix of the model with the first two orbitals filled. -/
def modelD : Matrix (Fin 3) (Fin 3) ℝ := !![1, 0, 0; 0, 1, 0; 0, 0, 0]
```

The last theorem verifies the hypotheses entry by entry, including $(ia|cc)=1\neq0=(ic|ac)$; the value $1-\sqrt2$ was computed above without Lean.

```lean
/-- The three-orbital model with two electrons meets the hypotheses of `ion_relaxes`, with the
basis orbitals as `c`, `i` and `a`. -/
theorem ion_relaxes_witness :
    modelHᵀ = modelH ∧ EightfoldSymmetric (fun p q r s => modelM p q * modelM r s) ∧
    IsDeterminant modelD 2 ∧
    fock modelH (fun p q r s => modelM p q * modelM r s) modelD * modelD =
      modelD * fock modelH (fun p q r s => modelM p q * modelM r s) modelD ∧
    (![1, 0, 0] ⬝ᵥ ![1, 0, 0] = (1 : ℝ) ∧ ![0, 1, 0] ⬝ᵥ ![0, 1, 0] = (1 : ℝ) ∧
      ![0, 0, 1] ⬝ᵥ ![0, 0, 1] = (1 : ℝ) ∧ ![0, 1, 0] ⬝ᵥ ![1, 0, 0] = (0 : ℝ)) ∧
    modelD *ᵥ ![1, 0, 0] = ![1, 0, 0] ∧ modelD *ᵥ ![0, 1, 0] = ![0, 1, 0] ∧
    modelD *ᵥ ![0, 0, 1] = 0 ∧
    moIntegral (fun p q r s => modelM p q * modelM r s)
        ![0, 1, 0] ![0, 0, 1] ![1, 0, 0] ![1, 0, 0] ≠
      moIntegral (fun p q r s => modelM p q * modelM r s)
        ![0, 1, 0] ![1, 0, 0] ![0, 0, 1] ![1, 0, 0] := by
  have hs : ∀ p q, modelM p q = modelM q p := by
    intro p q
    fin_cases p <;> fin_cases q <;> rfl
  have hF : fock modelH (fun p q r s => modelM p q * modelM r s) modelD =
      !![0, 0, 0; 0, 0, 0; 0, 0, 1] := by
    ext p q
    fin_cases p <;> fin_cases q <;>
      simp [fock, meanField, modelH, modelM, modelD, Fin.sum_univ_three]
    norm_num
  refine ⟨?_, ⟨fun p q r s => ?_, fun p q r s => mul_comm _ _⟩, ⟨?_, ?_, ?_⟩, ?_,
    ⟨?_, ?_, ?_, ?_⟩, ?_, ?_, ?_, ?_⟩
  · ext p q
    fin_cases p <;> fin_cases q <;> rfl
  · change modelM p q * modelM r s = modelM q p * modelM r s
    rw [hs p q]
  · ext p q
    fin_cases p <;> fin_cases q <;> rfl
  · ext p q
    fin_cases p <;> fin_cases q <;> simp [modelD, Matrix.mul_apply, Fin.sum_univ_three]
  · simp only [Matrix.trace, Matrix.diag, Fin.sum_univ_three]
    change (1 : ℝ) + 1 + 0 = 2
    norm_num
  · rw [hF]
    ext p q
    fin_cases p <;> fin_cases q <;> simp [modelD, Matrix.mul_apply, Fin.sum_univ_three]
  · simp [dotProduct, Fin.sum_univ_three]
  · simp [dotProduct, Fin.sum_univ_three]
  · simp [dotProduct, Fin.sum_univ_three]
  · simp [dotProduct, Fin.sum_univ_three]
  · ext p
    fin_cases p <;> simp [modelD, Matrix.mulVec, dotProduct, Fin.sum_univ_three]
  · ext p
    fin_cases p <;> simp [modelD, Matrix.mulVec, dotProduct, Fin.sum_univ_three]
  · ext p
    fin_cases p <;> simp [modelD, Matrix.mulVec, dotProduct, Fin.sum_univ_three]
  · simp [moIntegral, modelM, Fin.sum_univ_three]

end

end IonOrbitalRelaxation
```

```lean
#print axioms IonOrbitalRelaxation.ion_relaxes
```

```
'IonOrbitalRelaxation.ion_relaxes' depends on axioms: [propext, Classical.choice, Quot.sound]
```
